# Two boundary minimizers in the trust-region hard case, and a Krylov space that misses both

In a real inner product space, let $m(x)=\langle g,x\rangle+\tfrac12\langle x,Hx\rangle$ be the energy model with gradient $g$ and symmetric Hessian $H$, to be minimized over the trust region $\|x\|\le r$. In the hard case, a unit vector $v$ satisfies $Hv=lv$, where $l<0$ is the lowest curvature of $H$, and a step $x_0\perp v$ satisfies $(H-l)x_0=-g$ and $\|x_0\|<r$.

```lean
import Mathlib

open scoped InnerProductSpace

namespace TrustRegionHardCase

noncomputable section

variable {E : Type*} [NormedAddCommGroup E] [InnerProductSpace ℝ E]
variable {H : E →ₗ[ℝ] E} {U : E ≃ₗᵢ[ℝ] E} {g v x₀ : E} {l r : ℝ}

/-- The quadratic energy model with gradient `g` and Hessian `H`. -/
def model (H : E →ₗ[ℝ] E) (g x : E) : ℝ := ⟪g, x⟫_ℝ + ⟪x, H x⟫_ℝ / 2

/-- The step `x` minimizes the energy model on the trust region of radius `r`. -/
def IsTrustMin (H : E →ₗ[ℝ] E) (g : E) (r : ℝ) (x : E) : Prop :=
  ‖x‖ ≤ r ∧ ∀ y, ‖y‖ ≤ r → model H g x ≤ model H g y

/-- For `x₀` inside the trust region of radius `r`, the length along a unit mode orthogonal to `x₀`
that takes `x₀` to the boundary. -/
def amp (r : ℝ) (x₀ : E) : ℝ := √(r ^ 2 - ‖x₀‖ ^ 2)

/-- The hard case: `v` is a normalized lowest mode of the Hessian, with negative curvature `l`,
and the Newton step `x₀` shifted by `l` is orthogonal to `v` and inside the trust region. -/
structure HardCase (H : E →ₗ[ℝ] E) (g v x₀ : E) (l r : ℝ) : Prop where
  symm : H.IsSymmetric
  unit : ‖v‖ = 1
  eig : H v = l • v
  least : ∀ x, l * ⟪x, x⟫_ℝ ≤ ⟪x, H x⟫_ℝ
  neg : l < 0
  newton : H x₀ - l • x₀ = -g
  orth : ⟪x₀, v⟫_ℝ = 0
  inside : ‖x₀‖ < r

/-- The orthogonal symmetry `U` commutes with the Hessian, preserves the gradient and
reverses the mode `v`. -/
structure Parity (U : E ≃ₗᵢ[ℝ] E) (H : E →ₗ[ℝ] E) (g v : E) : Prop where
  comm : ∀ x, U (H x) = H (U x)
  grad : U g = g
  mode : U v = -v

/-- In finite dimension, a lower bound on the eigenvalues of a symmetric Hessian
bounds its curvature in every direction. -/
theorem curvature_bound [FiniteDimensional ℝ E] (hH : H.IsSymmetric)
    (hl : ∀ (μ : ℝ) (w : E), w ≠ 0 → H w = μ • w → l ≤ μ) (x : E) :
    l * ⟪x, x⟫_ℝ ≤ ⟪x, H x⟫_ℝ := by
  let b := hH.eigenvectorBasis rfl
  have hb : ∀ i, H (b i) = hH.eigenvalues rfl i • b i :=
    fun i => hH.apply_eigenvectorBasis rfl i
  rw [← b.sum_inner_mul_inner x x, ← b.sum_inner_mul_inner x (H x), Finset.mul_sum]
  refine Finset.sum_le_sum fun i _ => ?_
  have hle := hl _ _ (b.orthonormal.ne_zero i) (hb i)
  rw [← hH (b i) x, hb, real_inner_smul_left, real_inner_comm x (b i)]
  nlinarith [mul_le_mul_of_nonneg_right hle (mul_self_nonneg ⟪x, b i⟫_ℝ)]

/-- The energy of any step relative to a shifted Newton step `x` is a shifted curvature term
plus a term in the difference of squared lengths. -/
theorem model_shift (hH : H.IsSymmetric) {x : E} (hx : H x - l • x = -g) (y : E) :
    model H g y = model H g x + (⟪y - x, H (y - x)⟫_ℝ - l * ⟪y - x, y - x⟫_ℝ) / 2
      + l / 2 * (⟪y, y⟫_ℝ - ⟪x, x⟫_ℝ) := by
  have hg : g = -(H x - l • x) := by rw [hx, neg_neg]
  have e : ⟪y, H x⟫_ℝ = ⟪x, H y⟫_ℝ := (real_inner_comm _ _).trans (hH x y)
  simp only [model, hg, map_sub, inner_sub_left, inner_sub_right, inner_neg_left,
    real_inner_smul_left]
  rw [hH x y, hH x x, e, real_inner_comm x y]
  ring

/-- Adding any amount `t` of the lowest mode to `x₀` preserves the shifted Newton equation and
adds `t ^ 2` to the squared length. -/
theorem step_family (h : HardCase H g v x₀ l r) (t : ℝ) :
    H (x₀ + t • v) - l • (x₀ + t • v) = -g ∧
      ⟪x₀ + t • v, x₀ + t • v⟫_ℝ = ‖x₀‖ ^ 2 + t ^ 2 := by
  constructor
  · rw [map_add, map_smul, h.eig, ← h.newton]
    module
  · have h1 : ⟪v, x₀⟫_ℝ = 0 := (real_inner_comm _ _).trans h.orth
    have h2 : ⟪v, v⟫_ℝ = 1 := by rw [real_inner_self_eq_norm_sq, h.unit]; norm_num
    simp only [inner_add_left, inner_add_right, real_inner_smul_left, real_inner_smul_right,
      h.orth, h1, h2, real_inner_self_eq_norm_sq x₀]
    ring

/-- Moving from `x₀` along the lowest mode to the boundary, in either direction, gives a
minimizer on the trust region. -/
theorem step_minimizes (h : HardCase H g v x₀ l r) {t : ℝ} (ht : t ^ 2 = r ^ 2 - ‖x₀‖ ^ 2) :
    IsTrustMin H g r (x₀ + t • v) := by
  obtain ⟨hs, hn⟩ := step_family h t
  have hr : 0 ≤ r := (norm_nonneg x₀).trans h.inside.le
  have hn' : ⟪x₀ + t • v, x₀ + t • v⟫_ℝ = r ^ 2 := by linarith
  refine ⟨le_of_eq ((sq_eq_sq₀ (norm_nonneg _) hr).1 ?_), fun y hy => ?_⟩
  · rw [← real_inner_self_eq_norm_sq, hn']
  · have h1 := h.least (y - (x₀ + t • v))
    have h2 : ⟪y, y⟫_ℝ ≤ r ^ 2 := by
      rw [real_inner_self_eq_norm_sq]
      exact pow_le_pow_left₀ (norm_nonneg _) hy 2
    have h3 := mul_nonneg_of_nonpos_of_nonpos h.neg.le (sub_nonpos.2 h2)
    have h4 := model_shift h.symm hs y
    rw [hn'] at h4
    linarith

/-- The amplitude squared is the missing squared length. -/
private lemma amp_sq (h : HardCase H g v x₀ l r) : amp r x₀ ^ 2 = r ^ 2 - ‖x₀‖ ^ 2 :=
  Real.sq_sqrt (by nlinarith [norm_nonneg x₀, h.inside])

/-- Symmetry removes the lowest mode from every Krylov vector `H ^ k g`, while both steps
from `x₀` along that mode to the boundary minimize the model on the trust region. -/
theorem symmetry_hard_case (h : HardCase H g v x₀ l r) (p : Parity U H g v) :
    (∀ k : ℕ, ⟪(H ^ k) g, v⟫_ℝ = 0) ∧
      IsTrustMin H g r (x₀ + amp r x₀ • v) ∧ IsTrustMin H g r (x₀ - amp r x₀ • v) := by
  refine ⟨fun k => ?_, step_minimizes h (amp_sq h), ?_⟩
  · -- Krylov vectors are even under U, whereas v is odd
    have hk : U ((H ^ k) g) = (H ^ k) g := by
      induction k with
      | zero => exact p.grad
      | succ k ih =>
        rw [pow_succ']
        change U (H ((H ^ k) g)) = H ((H ^ k) g)
        rw [p.comm, ih]
    have e := U.inner_map_map ((H ^ k) g) v
    rw [hk, p.mode, inner_neg_right] at e
    linarith
  · rw [sub_eq_add_neg, ← neg_smul]
    exact step_minimizes h (by rw [neg_sq, amp_sq h])

/-- A step in the trust region no higher in energy than a shifted Newton step `x` on the boundary
is itself on the boundary, and its difference from `x` satisfies the lowest-mode equation. -/
theorem minimizer_rigidity (h : HardCase H g v x₀ l r) {x y : E} (hx : H x - l • x = -g)
    (hn : ⟪x, x⟫_ℝ = r ^ 2) (hy : ‖y‖ ≤ r) (hle : model H g y ≤ model H g x) :
    ⟪y, y⟫_ℝ = r ^ 2 ∧ H (y - x) = l • (y - x) := by
  have h1 := h.least (y - x)
  have h2 : ⟪y, y⟫_ℝ ≤ r ^ 2 := by
    rw [real_inner_self_eq_norm_sq]
    exact pow_le_pow_left₀ (norm_nonneg _) hy 2
  have h3 := mul_nonneg_of_nonpos_of_nonpos h.neg.le (sub_nonpos.2 h2)
  have h4 := model_shift h.symm hx y
  rw [hn] at h4
  have h5 : l * (⟪y, y⟫_ℝ - r ^ 2) = 0 := by linarith
  refine ⟨sub_eq_zero.1 ((mul_eq_zero.1 h5).resolve_left h.neg.ne), ?_⟩
  have hz : ⟪y - x, H (y - x)⟫_ℝ = l * ⟪y - x, y - x⟫_ℝ := by linarith
  -- a null direction of a nonnegative form lies in its kernel
  generalize y - x = d at hz ⊢
  obtain ⟨w, hw⟩ : ∃ w, w = H d - l • d := ⟨_, rfl⟩
  have hd : H d = w + l • d := by rw [hw]; abel
  have e1 : ⟪w, H d⟫_ℝ = ⟪w, w⟫_ℝ + l * ⟪w, d⟫_ℝ := by
    rw [hd, inner_add_right, real_inner_smul_right]
  have e2 : ⟪d, H w⟫_ℝ = ⟪w, H d⟫_ℝ := (h.symm d w).symm.trans (real_inner_comm _ _)
  have hb := h.least w
  have q : ∀ s t : ℝ, 0 ≤ 2 * s * t * ⟪w, w⟫_ℝ
      + t ^ 2 * (⟪w, H w⟫_ℝ - l * ⟪w, w⟫_ℝ) := by
    intro s t
    have k := h.least (s • d + t • w)
    simp only [map_add, map_smul, inner_add_left, inner_add_right, real_inner_smul_left,
      real_inner_smul_right] at k
    rw [e2, e1, hz, real_inner_comm w d] at k
    linarith
  have k := q (⟪w, H w⟫_ℝ - l * ⟪w, w⟫_ℝ + 1) (-⟪w, w⟫_ℝ)
  have k2 := mul_nonneg (sq_nonneg ⟪w, w⟫_ℝ) (sub_nonneg.2 hb)
  have k3 : ⟪w, w⟫_ℝ ^ 2 = 0 := le_antisymm (by linarith) (sq_nonneg _)
  have k4 : w = 0 := inner_self_eq_zero.1 (pow_eq_zero_iff two_ne_zero |>.1 k3)
  rw [hd, k4, zero_add]

/-- If the lowest mode is nondegenerate, the two boundary steps are the only minimizers. -/
theorem minimizers_iff (h : HardCase H g v x₀ l r)
    (hnd : ∀ w, H w = l • w → ∃ c : ℝ, w = c • v) (y : E) :
    IsTrustMin H g r y ↔ y = x₀ + amp r x₀ • v ∨ y = x₀ - amp r x₀ • v := by
  have ha := amp_sq h
  constructor
  · intro hy
    obtain ⟨hs, hn⟩ := step_family h (amp r x₀)
    obtain ⟨h1, h2⟩ := minimizer_rigidity h hs (by linarith) hy.1
      (hy.2 _ (step_minimizes h ha).1)
    obtain ⟨c, hc⟩ := hnd _ h2
    have hy' : y = x₀ + (amp r x₀ + c) • v := by
      rw [sub_eq_iff_eq_add.1 hc]; module
    rw [hy', (step_family h _).2] at h1
    rcases eq_or_eq_neg_of_sq_eq_sq (amp r x₀ + c) (amp r x₀) (by linarith) with e | e
    · left; rw [hy', e]
    · right; rw [hy', e]; module
  · rintro (rfl | rfl)
    · exact step_minimizes h ha
    · rw [sub_eq_add_neg, ← neg_smul]
      exact step_minimizes h (by rw [neg_sq, ha])

/-- For a nondegenerate lowest mode, the symmetry maps one boundary step to the other. -/
theorem symmetry_swaps (h : HardCase H g v x₀ l r) (p : Parity U H g v)
    (hnd : ∀ w, H w = l • w → ∃ c : ℝ, w = c • v) :
    U (x₀ + amp r x₀ • v) = x₀ - amp r x₀ • v := by
  have e : H x₀ = l • x₀ - g := by
    rw [sub_eq_iff_eq_add.1 h.newton]; abel
  obtain ⟨c, hc⟩ := hnd (U x₀ - x₀) (by
    rw [map_sub, ← p.comm, e, map_sub, map_smul, p.grad]; module)
  have i1 := U.inner_map_map x₀ v
  rw [p.mode, inner_neg_right, h.orth] at i1
  have i2 := congrArg (fun z => ⟪z, v⟫_ℝ) hc
  simp only [inner_sub_left, real_inner_smul_left, h.orth, real_inner_self_eq_norm_sq,
    h.unit] at i2
  have c0 : c = 0 := by linarith
  have hU : U x₀ = x₀ := by
    rw [c0, zero_smul] at hc
    exact sub_eq_zero.1 hc
  rw [map_add, map_smul, hU, p.mode]
  module

/-- Every step in the trust region built from the Krylov vectors `H ^ k g` has strictly higher
model energy than the boundary step. -/
theorem krylov_gap (h : HardCase H g v x₀ l r) {y : E}
    (hy : y ∈ Submodule.span ℝ (Set.range fun k : ℕ => (H ^ k) g)) (hr : ‖y‖ ≤ r) :
    model H g (x₀ + amp r x₀ • v) < model H g y := by
  by_contra hlt
  obtain ⟨hs, hn⟩ := step_family h (amp r x₀)
  obtain ⟨h1, h2⟩ := minimizer_rigidity h hs (by linarith [amp_sq h]) hr (not_lt.1 hlt)
  obtain ⟨d, hd⟩ : ∃ d, d = y - x₀ := ⟨_, rfl⟩
  have hdl : H d = l • d := by
    have e : d = (y - (x₀ + amp r x₀ • v)) + amp r x₀ • v := by rw [hd]; abel
    rw [e, map_add, h2, map_smul, h.eig]
    module
  -- the Krylov space is orthogonal to the whole lowest eigenspace
  have hk : ∀ k : ℕ, ⟪(H ^ k) g, d⟫_ℝ = 0 := by
    intro k
    induction k with
    | zero =>
      change ⟪g, d⟫_ℝ = 0
      have hg : g = -(H x₀ - l • x₀) := by rw [h.newton, neg_neg]
      rw [hg, inner_neg_left, inner_sub_left, h.symm x₀ d, hdl, real_inner_smul_left,
        real_inner_smul_right, sub_self, neg_zero]
    | succ k ih =>
      rw [pow_succ']
      change ⟪H ((H ^ k) g), d⟫_ℝ = 0
      rw [h.symm, hdl, real_inner_smul_right, ih, mul_zero]
  have ho : ⟪y, d⟫_ℝ = 0 := by
    clear hlt h1 h2 hd hr
    induction hy using Submodule.span_induction with
    | mem x hx => obtain ⟨k, rfl⟩ := hx; exact hk k
    | zero => exact inner_zero_left _
    | add a b _ _ ha hb => rw [inner_add_left, ha, hb, add_zero]
    | smul c a _ ha => rw [real_inner_smul_left, ha, mul_zero]
  have hx : x₀ = y - d := by rw [hd]; abel
  have e : ‖x₀‖ ^ 2 = r ^ 2 + ⟪d, d⟫_ℝ := by
    rw [← real_inner_self_eq_norm_sq, hx, inner_sub_left, inner_sub_right, inner_sub_right,
      real_inner_comm y d, ho, h1]
    ring
  have hdd : 0 ≤ ⟪d, d⟫_ℝ := real_inner_self_nonneg
  nlinarith [norm_nonneg x₀, h.inside]

/-- A Hessian on the plane with curvature `2` along the real axis and `-1` along the imaginary
axis. -/
def planeH : ℂ →ₗ[ℝ] ℂ where
  toFun z := ⟨2 * z.re, -z.im⟩
  map_add' a b := by apply Complex.ext <;> simp <;> ring
  map_smul' c a := by
    apply Complex.ext <;> simp
    ring

/-- The plane Hessian with gradient `1`, mode `i`, step `-1/3` and radius `1` is a hard case with
nondegenerate lowest mode, and complex conjugation is its symmetry. -/
theorem hardCase_witness :
    HardCase planeH 1 Complex.I ((-1 / 3 : ℝ) : ℂ) (-1) 1 ∧
      Parity Complex.conjLIE planeH 1 Complex.I ∧
      ∀ w, planeH w = (-1 : ℝ) • w → ∃ c : ℝ, w = c • Complex.I := by
  have hin : ∀ a b : ℂ, ⟪a, b⟫_ℝ = a.re * b.re + a.im * b.im := by
    intro a b
    rw [Complex.inner, Complex.mul_re, Complex.conj_re, Complex.conj_im]
    ring
  have hre : ∀ z, (planeH z).re = 2 * z.re := fun _ => rfl
  have him : ∀ z, (planeH z).im = -z.im := fun _ => rfl
  refine ⟨⟨?_, Complex.norm_I, ?_, ?_, by norm_num, ?_, ?_, ?_⟩, ⟨?_, ?_, ?_⟩, ?_⟩
  · intro a b
    rw [hin, hin, hre, him, hre, him]
    ring
  · apply Complex.ext <;> simp [hre, him]
  · intro z
    rw [hin, hin, hre, him]
    nlinarith [mul_self_nonneg z.re]
  · apply Complex.ext
    · rw [Complex.sub_re, hre, Complex.smul_re, Complex.ofReal_re, Complex.neg_re,
        Complex.one_re, smul_eq_mul]
      norm_num
    · rw [Complex.sub_im, him, Complex.smul_im, Complex.ofReal_im, Complex.neg_im,
        Complex.one_im, smul_eq_mul]
      norm_num
  · rw [hin, Complex.ofReal_im, Complex.I_re]
    ring
  · rw [Complex.norm_real, Real.norm_eq_abs, abs_lt]
    norm_num
  · intro z
    apply Complex.ext <;> simp [hre, him]
  · simp
  · simp
  · intro w hw
    have e := congrArg Complex.re hw
    rw [hre, Complex.smul_re, smul_eq_mul] at e
    have e0 : w.re = 0 := by linarith
    exact ⟨w.im, by apply Complex.ext <;> simp [e0]⟩

end

end TrustRegionHardCase
```

```lean
#print axioms TrustRegionHardCase.symmetry_hard_case
#print axioms TrustRegionHardCase.minimizers_iff
#print axioms TrustRegionHardCase.symmetry_swaps
#print axioms TrustRegionHardCase.krylov_gap
```

```
'TrustRegionHardCase.symmetry_hard_case' depends on axioms: [propext, Classical.choice, Quot.sound]
'TrustRegionHardCase.minimizers_iff' depends on axioms: [propext, Classical.choice, Quot.sound]
'TrustRegionHardCase.symmetry_swaps' depends on axioms: [propext, Classical.choice, Quot.sound]
'TrustRegionHardCase.krylov_gap' depends on axioms: [propext, Classical.choice, Quot.sound]
```

## Orbital steps, lowest curvature and parity

In second-order SCF, $x$ collects real orbital-rotation parameters, and $m$ is the energy change to second order. `IsTrustMin H g r x` says that $x$ lies in the closed ball and that no step there has lower $m$.

`HardCase` collects the conditions on $H,g,v,x_0,l,r$. Its field `least` states the curvature bound $l\langle x,x\rangle\le\langle x,Hx\rangle$ for every $x$. In finite dimension, `curvature_bound` derives this from $l$ being a lower bound on the eigenvalues, by expanding $x$ in an eigenbasis. The other theorems need no finite dimension.

`Parity` describes a symmetry: a linear isometric equivalence $U$ with $UH=HU$, $Ug=g$ and $Uv=-v$. For a closed-shell determinant treated with unrestricted parameters, $U$ can be the exchange of $\alpha$ and $\beta$ rotations. The gradient is then even, and a triplet instability is an odd mode.

Write $a=\sqrt{r^2-\|x_0\|^2}$, which is `amp r x₀`. The theorem `symmetry_hard_case` states that $\langle H^kg,v\rangle=0$ for every $k\ge0$ and that both $x_0\pm av$ minimize $m$ on the ball. The existence of $x_0$ and the bound $\|x_0\|<r$ are assumed, not derived from the symmetry. The result concerns a single quadratic subproblem, not the convergence of the SCF iterations.

## Energy relative to a shifted Newton step

Let $(H-l)x=-g$, let $y$ be any step, and put $d=y-x$. Symmetry of $H$ gives

$$m(y)-m(x)=\langle g+Hx,d\rangle+\tfrac12\langle d,Hd\rangle
=l\langle x,d\rangle+\tfrac12\langle d,Hd\rangle .$$

Since $2\langle x,d\rangle=\|y\|^2-\|x\|^2-\|d\|^2$,

$$m(y)-m(x)=\tfrac12\bigl(\langle d,Hd\rangle-l\|d\|^2\bigr)+\tfrac l2\bigl(\|y\|^2-\|x\|^2\bigr).$$

This is `model_shift`; Lean substitutes $g=-(H-l)x$, expands the inner products and closes with `ring`.

Now take $x=x_0+tv$. Because $(H-l)v=0$, the shifted equation still holds, and because $x_0\perp v$, $\|x\|^2=\|x_0\|^2+t^2$. These are the two parts of `step_family`. Choosing $t=\pm a$ puts $x$ on the boundary. For $\|y\|\le r$, the first term of the identity is nonnegative by the curvature bound, and the second is half the product of two nonpositive numbers, $l$ and $\|y\|^2-r^2$. Hence $m(y)\ge m(x)$, which is `step_minimizes`.

## Even Krylov vectors and an odd mode

Since $Ug=g$ and $U$ commutes with $H$, induction on $k$ gives $UH^kg=H^kg$. An isometry preserves inner products, so

$$\langle H^kg,v\rangle=\langle UH^kg,Uv\rangle=-\langle H^kg,v\rangle,$$

and the overlap vanishes. In Lean, `U.inner_map_map` supplies the first equality and `linarith` draws the conclusion.

## Equality, uniqueness and the Krylov gap

Suppose that $x$ is a shifted Newton step on the boundary, $\|y\|\le r$ and $m(y)\le m(x)$. Both nonnegative terms in the identity must vanish. Since $l<0$, this gives $\|y\|=r$ and $\langle d,(H-l)d\rangle=0$.

To show that $d$ lies in the kernel, let $w=(H-l)d$ and $B=\langle w,(H-l)w\rangle\ge0$. The curvature bound for $sd+tw$ reads $0\le2st\|w\|^2+t^2B$. With $s=B+1$ and $t=-\|w\|^2$, the right side is $-(B+2)\|w\|^4$, so $w=0$. This is `minimizer_rigidity`.

If $l$ is nondegenerate, a minimizer $y$ compared with $x_0+av$ has the form $x_0+(a+c)v$. Its length forces $(a+c)^2=a^2$, so $y=x_0\pm av$, as `minimizers_iff` states.

For `symmetry_swaps`, applying $U$ to the shifted equation gives $(H-l)(Ux_0-x_0)=0$, hence $Ux_0-x_0=cv$. Also $\langle Ux_0,v\rangle=-\langle Ux_0,Uv\rangle=-\langle x_0,v\rangle=0$, so $c=0$. Thus $U$ fixes $x_0$ and exchanges the two minimizers.

The theorem `krylov_gap` needs neither $U$ nor nondegeneracy. Suppose a step $y$ in the span of the $H^kg$, with $\|y\|\le r$, had $m(y)\le m(x_0+av)$. By rigidity, $\|y\|=r$ and $y-x_0-av$ satisfies the lowest-mode equation. Since $Hv=lv$, so does $d=y-x_0$, now measured from $x_0$: $Hd=ld$. Then $\langle g,d\rangle=-\langle(H-l)x_0,d\rangle=0$, and $\langle H^{k+1}g,d\rangle=l\langle H^kg,d\rangle$ extends this to every $k$. Therefore $y\perp d$, and $x_0=y-d$ gives $\|x_0\|^2=r^2+\|d\|^2\ge r^2$, a contradiction.

## A saddle in the plane

`hardCase_witness` checks all the hypotheses for $H=\mathrm{diag}(2,-1)$, $g=(1,0)$, $v=(0,1)$, $l=-1$ and $r=1$, with the plane represented by `ℂ` and $U$ by complex conjugation. The shifted equation reads $3x_1=-1$, so $x_0=(-\tfrac13,0)$ and $a=\sqrt{8/9}=2\sqrt2/3$. At both minimizers,

$$m=-\tfrac13+\tfrac19-\tfrac49=-\tfrac23 .$$

The Krylov space is the horizontal axis, where $m=x_1+x_1^2$ has minimum $-\tfrac14$ at $x_1=-\tfrac12$. The best Krylov step therefore misses energy $\tfrac5{12}$.

## The missing direction in an SCF solver

For the hard-case subproblem in exact arithmetic, an iterative solver that builds its space only from $g$ and products with $H$ cannot find any minimizer, however many vectors it adds. A code can supply the missing direction by adding a trial vector that overlaps $v$, together with its products with $H$, or by computing the lowest Hessian mode from such a start. If $l$ is nondegenerate, an odd trial vector orthogonal to $v$ would not be enough. Once $v$ and $x_0$ are known, the step is $x_0+av$ or $x_0-av$; the model energy does not prefer either sign.
